# For x = hν/(kT) > 0, the thermal ratio of stimulated to spontaneous emission lies between 1/x − 1/2 and 1/x

Take two levels, 1 (lower) and 2 (upper), with populations \(N_1, N_2\) and degeneracies \(g_1, g_2\), separated by the photon energy \(E = h\nu\). The field has spectral energy density \(u\) at the transition frequency. The Einstein coefficients are \(A\) for spontaneous emission, \(B_{21}\) for stimulated emission and \(B_{12}\) for absorption, with both \(B\) coefficients defined relative to the same \(u\). At temperature \(T\), with Boltzmann constant \(k\), set

\[
x = \frac{h\nu}{kT}, \qquad n(x) = \frac{1}{e^x - 1}.
\]

The logarithm is natural throughout.

## Bounds and threshold for the emission ratio

Upper-level atoms emit at the rate \(N_2B_{21}u\) by stimulation and \(N_2A\) spontaneously, so the ratio of the two is \(B_{21}u/A\). When the populations are thermal and absorption balances total emission, this ratio equals \(n(x)\). For every \(x > 0\),

\[
\frac1x - \frac12 < n(x) < \frac1x .
\]

On the same range \(n\) is strictly decreasing, and \(n(x) > 1\) exactly when \(x < \log 2\). In terms of temperature, stimulated emission is the larger of the two exactly when \(T > h\nu/(k\log 2)\).

By hand at \(x = 1/2\): \(e^{1/2} \approx 1.64872\), so \(n \approx 1/0.64872 \approx 1.5415\). The bounds are 1.5 and 2. Since \(1/2 < \log 2 \approx 0.693\), the ratio should exceed 1, and it does.

## Small-x branches and threshold checks in rate codes

For a two-level emitter in equilibrium with thermal radiation, a simulation code can use these inequalities to check its radiative rates and to control a small-\(x\) approximation. Computing \(e^x - 1\) by direct subtraction loses significant digits when \(x\) is small; an `expm1` routine avoids this. If a code switches to \(1/x - 1/2\) instead, the sharper upper bound derived below shows that the approximation is too low by less than \(x/12\). At \(x = 10^{-3}\) the relative error is therefore below \(10^{-7}\).

The inequalities concern real numbers. In floating point, \(1/x\) and \(1/x - 1/2\) round to the same value once \(x\) is small enough, so a test should allow for rounding and not demand strict inequality.

## From the rate balance to the bounds

**The ratio.** The balance condition is

\[
N_1B_{12}u = N_2(A + B_{21}u).
\]

Boltzmann populations satisfy \(N_1g_2 = N_2g_1e^x\), and the coefficients satisfy \(g_1B_{12} = g_2B_{21}\). Hence

\[
g_2N_1B_{12} = N_2g_1e^xB_{12} = g_2N_2e^xB_{21}.
\]

Cancelling \(g_2\) gives \(N_1B_{12} = N_2e^xB_{21}\). Substituting this into the balance and cancelling \(N_2\) leaves \(B_{21}u(e^x - 1) = A\), or \(B_{21}u/A = n(x)\). With \(x\), \(A\), \(N_2\) and \(g_2\) nonzero, every step can be reversed.

**Upper bound and monotonicity.** For \(x > 0\), \(e^x > 1 + x\), so \(e^x - 1 > x > 0\), and taking reciprocals gives \(n(x) < 1/x\). If \(0 < x < y\), then \(0 < e^x - 1 < e^y - 1\), and reciprocals give \(n(y) < n(x)\).

**Lower bound.** Write \(1/x - 1/2 = (2-x)/(2x)\). Multiplying the desired inequality by the positive quantity \(2x(e^x-1)\) turns it into

\[
F(x) = (x-2)e^x + x + 2 > 0.
\]

Here \(F(0) = 0\) and \(F'(y) = (y-1)e^y + 1\). For \(y > 0\), \(e^{-y} > 1 - y\); multiplying by \(e^y\) gives \(1 > (1-y)e^y\), so \(F'(y) > 0\). A function that starts at zero and has positive derivative for positive argument is positive there.

**Sharper upper bound.** In the same way, \(n(x) < 1/x - 1/2 + x/12\) is equivalent to \(f_0(x) > 0\), where

\[
\begin{aligned}
f_0(x) &= (x^2-6x+12)e^x - (x^2+6x+12),\\
f_1(x) = f_0'(x) &= (x^2-4x+6)e^x - (2x+6),\\
f_2(x) = f_1'(x) &= (x^2-2x+2)e^x - 2,\\
f_2'(x) &= x^2e^x.
\end{aligned}
\]

All three functions vanish at zero. Since \(f_2' > 0\) for \(x > 0\), positivity passes from \(f_2\) to \(f_1\) and then to \(f_0\).

**Limit.** The two bounds together give

\[
-\frac12 < n(x) - \frac1x < -\frac12 + \frac{x}{12},
\]

so the difference tends to \(-1/2\) as \(x\) decreases to zero. A lower bound \(1/x - c\) with \(c < 1/2\) would therefore fail at small \(x\).

**Threshold.** For \(r > 0\) and \(x > 0\),

\[
n(x) > r \iff r(e^x-1) < 1 \iff e^x < 1 + \frac1r \iff x < \log\left(1+\frac1r\right).
\]

Setting \(r = 1\) gives \(\log 2\). With \(x = E/(kT)\), the condition \(E/(kT) < \log 2\) rearranges to \(T > E/(k\log 2)\).

## The Lean source

```lean
import Mathlib

open Filter Topology

namespace EinsteinCoefficients

noncomputable section

/-- The thermal ratio of stimulated to spontaneous emission, `1 / (exp x - 1)`, as a function of the
photon energy `x > 0` in units of `kT`. The definition covers every real `x`, with the value 0 at
`x = 0`, where the formula divides by zero. -/
def photonRatio (x : ℝ) : ℝ := 1 / (Real.exp x - 1)

/-- For Boltzmann populations `N₁`, `N₂` of levels with degeneracies `g₁`, `g₂`, and Einstein
coefficients with `g₁ B₁₂ = g₂ B₂₁`, absorption balances total emission exactly when the ratio
of stimulated to spontaneous emission is `photonRatio x`. Here `x`, `A`, `N₂` and `g₂` are
nonzero. -/
theorem balance_iff_ratio {x A B₁₂ B₂₁ u N₁ N₂ g₁ g₂ : ℝ}
    (hx : x ≠ 0) (hA : A ≠ 0) (hN : N₂ ≠ 0) (hg : g₂ ≠ 0)
    (hB : g₁ * B₁₂ = g₂ * B₂₁) (hBoltz : N₁ * g₂ = N₂ * g₁ * Real.exp x) :
    N₁ * B₁₂ * u = N₂ * (A + B₂₁ * u) ↔ B₂₁ * u / A = photonRatio x := by
  have hE : Real.exp x - 1 ≠ 0 :=
    sub_ne_zero.mpr (fun h => hx (by simpa using h))
  -- the degeneracies drop out of the absorption rate
  have key : N₁ * B₁₂ = N₂ * Real.exp x * B₂₁ := by
    apply mul_left_cancel₀ hg
    linear_combination B₁₂ * hBoltz + N₂ * Real.exp x * hB
  rw [photonRatio, div_eq_div_iff hA hE]
  constructor
  · intro h
    apply mul_left_cancel₀ hN
    linear_combination h - u * key
  · intro h
    linear_combination N₂ * h + u * key

/-- A differentiable function that vanishes at zero and has positive derivative on the
positive axis is positive there. -/
theorem pos_of_deriv_pos {f f' : ℝ → ℝ} (h0 : f 0 = 0)
    (hd : ∀ y, HasDerivAt f (f' y) y) (hp : ∀ y, 0 < y → 0 < f' y)
    {x : ℝ} (hx : 0 < x) : 0 < f x := by
  have hm : StrictMonoOn f (Set.Ici 0) := by
    apply strictMonoOn_of_deriv_pos (convex_Ici 0)
    · exact fun y _ => (hd y).continuousAt.continuousWithinAt
    · intro y hy
      rw [interior_Ici] at hy
      rw [(hd y).deriv]
      exact hp y hy
  have h := hm (Set.mem_Ici.mpr le_rfl) (Set.mem_Ici.mpr hx.le) hx
  rwa [h0] at h

/-- For `x > 0` the thermal emission ratio `photonRatio x` lies strictly above `1/x - 1/2`. -/
theorem lower_bound {x : ℝ} (hx : 0 < x) : 1 / x - 1 / 2 < photonRatio x := by
  have hE : 0 < Real.exp x - 1 := by linarith [Real.add_one_le_exp x]
  have hd : ∀ y : ℝ, HasDerivAt (fun t : ℝ => (t - 2) * Real.exp t + (t + 2))
      ((y - 1) * Real.exp y + 1) y := fun y =>
    ((((hasDerivAt_id' y).sub_const 2).fun_mul (Real.hasDerivAt_exp y)).fun_add
      ((hasDerivAt_id' y).add_const 2)).congr_deriv (by ring)
  -- the derivative is positive because exp (-y) > 1 - y
  have hp : ∀ y : ℝ, 0 < y → 0 < (y - 1) * Real.exp y + 1 := by
    intro y hy
    have h := mul_lt_mul_of_pos_right
      (Real.add_one_lt_exp (neg_ne_zero.mpr hy.ne')) (Real.exp_pos y)
    rw [← Real.exp_add, neg_add_cancel, Real.exp_zero] at h
    linarith
  have hpos : 0 < (x - 2) * Real.exp x + (x + 2) :=
    pos_of_deriv_pos (f := fun t : ℝ => (t - 2) * Real.exp t + (t + 2))
      (by norm_num) hd hp hx
  have h : 1 / x - 1 / 2 = (2 - x) / (2 * x) := by
    field_simp
  rw [photonRatio, h, lt_div_iff₀ hE, div_mul_eq_mul_div, div_lt_iff₀ (by positivity)]
  linarith

/-- For `x > 0` the thermal emission ratio `photonRatio x` lies strictly below `1/x - 1/2 + x/12`.
-/
theorem refined_upper_bound {x : ℝ} (hx : 0 < x) :
    photonRatio x < 1 / x - 1 / 2 + x / 12 := by
  have hE : 0 < Real.exp x - 1 := by linarith [Real.add_one_le_exp x]
  have quad : ∀ b c y : ℝ, HasDerivAt (fun t : ℝ => t * t - b * t + c) (2 * y - b) y :=
    fun b c y => ((((hasDerivAt_id' y).fun_mul (hasDerivAt_id' y)).fun_sub
      ((hasDerivAt_id' y).const_mul b)).add_const c).congr_deriv (by ring)
  -- three successive integrations, starting from y² exp y > 0
  have d2 : ∀ y : ℝ, HasDerivAt (fun t : ℝ => (t * t - 2 * t + 2) * Real.exp t - 2)
      (y * y * Real.exp y) y := fun y =>
    (((quad 2 2 y).fun_mul (Real.hasDerivAt_exp y)).sub_const 2).congr_deriv (by ring)
  have p2 : ∀ y : ℝ, 0 < y → 0 < (y * y - 2 * y + 2) * Real.exp y - 2 := fun y hy =>
    pos_of_deriv_pos (f := fun t : ℝ => (t * t - 2 * t + 2) * Real.exp t - 2)
      (by norm_num) d2 (fun z hz => by positivity) hy
  have d1 : ∀ y : ℝ, HasDerivAt
      (fun t : ℝ => (t * t - 4 * t + 6) * Real.exp t - (2 * t + 6))
      ((y * y - 2 * y + 2) * Real.exp y - 2) y := fun y =>
    (((quad 4 6 y).fun_mul (Real.hasDerivAt_exp y)).fun_sub
      (((hasDerivAt_id' y).const_mul 2).add_const 6)).congr_deriv (by ring)
  have p1 : ∀ y : ℝ, 0 < y → 0 < (y * y - 4 * y + 6) * Real.exp y - (2 * y + 6) :=
    fun y hy => pos_of_deriv_pos
      (f := fun t : ℝ => (t * t - 4 * t + 6) * Real.exp t - (2 * t + 6))
      (by norm_num) d1 p2 hy
  have d0 : ∀ y : ℝ, HasDerivAt
      (fun t : ℝ => (t * t - 6 * t + 12) * Real.exp t - (t * t - (-6) * t + 12))
      ((y * y - 4 * y + 6) * Real.exp y - (2 * y + 6)) y := fun y =>
    (((quad 6 12 y).fun_mul (Real.hasDerivAt_exp y)).fun_sub
      (quad (-6) 12 y)).congr_deriv (by ring)
  have p0 : 0 < (x * x - 6 * x + 12) * Real.exp x - (x * x - (-6) * x + 12) :=
    pos_of_deriv_pos
      (f := fun t : ℝ => (t * t - 6 * t + 12) * Real.exp t - (t * t - (-6) * t + 12))
      (by norm_num) d0 p1 hx
  have h : 1 / x - 1 / 2 + x / 12 = (x * x - 6 * x + 12) / (12 * x) := by
    field_simp
    ring
  rw [photonRatio, h, div_lt_iff₀ hE, div_mul_eq_mul_div, lt_div_iff₀ (by positivity)]
  linarith

/-- As `x` tends to zero from above, the thermal emission ratio `photonRatio x` minus `1/x` tends to
`-1/2`. -/
theorem classical_limit :
    Tendsto (fun x : ℝ => photonRatio x - 1 / x) (𝓝[>] 0) (𝓝 (-1 / 2)) := by
  have hc : Continuous (fun x : ℝ => -1 / 2 + x / 12) := by fun_prop
  have hup : Tendsto (fun x : ℝ => -1 / 2 + x / 12) (𝓝[>] 0) (𝓝 (-1 / 2)) := by
    simpa using (hc.tendsto 0).mono_left nhdsWithin_le_nhds
  refine tendsto_of_tendsto_of_tendsto_of_le_of_le' tendsto_const_nhds hup ?_ ?_
  · filter_upwards [self_mem_nhdsWithin] with x hx
    linarith [lower_bound hx]
  · filter_upwards [self_mem_nhdsWithin] with x hx
    linarith [refined_upper_bound hx]

/-- For `x > 0` and any level `r > 0`, the thermal emission ratio exceeds `r` exactly when
`x < log (1 + 1/r)`. -/
theorem threshold {r x : ℝ} (hr : 0 < r) (hx : 0 < x) :
    r < photonRatio x ↔ x < Real.log (1 + 1 / r) := by
  have hE : 0 < Real.exp x - 1 := by linarith [Real.add_one_le_exp x]
  rw [photonRatio, lt_div_iff₀ hE, Real.lt_log_iff_exp_lt (by positivity),
    ← sub_lt_iff_lt_add', lt_div_iff₀ hr, mul_comm]

/-- On the positive axis the thermal ratio of stimulated to spontaneous emission lies strictly
between `1/x - 1/2` and `1/x`, is strictly decreasing, and exceeds one exactly when `x < log 2`. -/
theorem emission_ratio :
    (∀ x : ℝ, 0 < x → 1 / x - 1 / 2 < photonRatio x ∧ photonRatio x < 1 / x) ∧
    StrictAntiOn photonRatio (Set.Ioi 0) ∧
    (∀ x : ℝ, 0 < x → (1 < photonRatio x ↔ x < Real.log 2)) := by
  refine ⟨fun x hx => ⟨lower_bound hx, ?_⟩, ?_, fun x hx => ?_⟩
  · exact one_div_lt_one_div_of_lt hx (by linarith [Real.add_one_lt_exp hx.ne'])
  · intro x hx y _ hxy
    have hx' : 0 < x := hx
    exact one_div_lt_one_div_of_lt (by linarith [Real.add_one_le_exp x])
      (by linarith [Real.exp_lt_exp.mpr hxy])
  · have h := threshold one_pos hx
    rwa [show (1 : ℝ) + 1 / 1 = 2 by norm_num] at h

/-- For positive photon energy `E`, Boltzmann constant `k` and temperature `T`, the thermal ratio of
stimulated to spontaneous emission exceeds one exactly when `T > E / (k log 2)`. -/
theorem crossover_temperature {E k T : ℝ} (hE : 0 < E) (hk : 0 < k) (hT : 0 < T) :
    1 < photonRatio (E / (k * T)) ↔ E / (k * Real.log 2) < T := by
  have hl : 0 < Real.log 2 := Real.log_pos (by norm_num)
  rw [emission_ratio.2.2 _ (by positivity), div_lt_iff₀ (mul_pos hk hT),
    div_lt_iff₀ (mul_pos hk hl),
    show Real.log 2 * (k * T) = T * (k * Real.log 2) by ring]

end

end EinsteinCoefficients
```

```lean
#print axioms EinsteinCoefficients.balance_iff_ratio
#print axioms EinsteinCoefficients.classical_limit
#print axioms EinsteinCoefficients.emission_ratio
#print axioms EinsteinCoefficients.crossover_temperature
```

```
'EinsteinCoefficients.balance_iff_ratio' depends on axioms: [propext, Classical.choice, Quot.sound]
'EinsteinCoefficients.classical_limit' depends on axioms: [propext, Classical.choice, Quot.sound]
'EinsteinCoefficients.emission_ratio' depends on axioms: [propext, Classical.choice, Quot.sound]
'EinsteinCoefficients.crossover_temperature' depends on axioms: [propext, Classical.choice, Quot.sound]
```

## Which physics the theorems cover

`photonRatio` is \(n\) as a function on all real numbers. Lean assigns it the value 0 at \(x = 0\), where the formula divides by zero; the bounds and the threshold theorems concern only positive arguments.

`balance_iff_ratio` connects this function to the Einstein coefficients. Its variables are real numbers, and it states an equivalence between rate balance and the value of the ratio. Two physical inputs are assumed and not derived. `hBoltz` says that the populations are thermal. `hB` is the relation between absorption and stimulated emission that expresses equal transition strengths in the two directions, once degeneracy is counted. The theorem does not supply \(A/B_{21}\), so it does not by itself give Planck's spectral density. It also leaves out line shapes, collisions and time dependence. A laser-driven transition generally has a different ratio, because its field is not in balance with thermal populations.

`emission_ratio` collects the two bounds, the strict decrease on `Set.Ioi 0` (the open positive axis) and the \(\log 2\) threshold. `crossover_temperature` restates the threshold for positive `E`, `k` and `T`, with `E` standing for \(h\nu\). `threshold` covers any positive value `r` of the ratio, and `classical_limit` is the one-sided limit, with `𝓝[>] 0` meaning that \(x\) approaches zero from above.

Positivity of \(x\) matters. At \(x = -1\) the formula gives \(n(-1) \approx -1.582\), while \(1/x - 1/2 = -1.5\), so the lower bound fails. The threshold fails too: \(-1 < \log 2\), yet \(n(-1)\) is below 1. This negative value is not a physical emission ratio. Negative \(x\) describes an inverted population, and with positive \(A\) and \(B_{21}\) no energy density \(u \ge 0\) then balances the rates.

The proofs follow the derivation closely:

- In `balance_iff_ratio`, the intermediate result `key` is the absorption rate per unit energy density `u`, with the degeneracies eliminated. The `linear_combination` steps carry out the substitutions, and `mul_left_cancel₀` cancels the nonzero factors.
- `pos_of_deriv_pos` obtains strict monotonicity on \([0,\infty)\) from a positive derivative on the interior, then compares \(f(x)\) with \(f(0)\). The derivative may vanish at zero itself, as \(F'\), \(f_0'\), \(f_1'\) and \(f_2'\) all do.
- `lower_bound` applies that lemma to \(F\). `refined_upper_bound` applies it three times: `p2`, `p1` and `p0` are the positivity of \(f_2\), \(f_1\) and \(f_0\), and `d2`, `d1` and `d0` are their derivatives. In both proofs `lt_div_iff₀` and `div_lt_iff₀` clear the positive denominators.
- `classical_limit` squeezes the difference between the two bounds.
- `threshold` clears the denominator and converts the exponential inequality with `Real.lt_log_iff_exp_lt`. `emission_ratio` uses it at `r = 1`, and takes reciprocals for the upper bound and the monotonicity.
